# Counts of negative Hessian eigenvalues add for noninteracting fragments with C² energies

Let $m$ and $n$ be finite sets of coordinate labels, let $E$ on $\mathbb{R}^m$ be twice continuously differentiable (C²) near $x$ and $F$ on $\mathbb{R}^n$ be C² near $y$, and set $V(x,y)=E(x)+F(y)$. Then $(x,y)$ is stationary for $V$ exactly when $x$ is stationary for $E$ and $y$ for $F$, and the number of negative Hessian eigenvalues of $V$ at $(x,y)$, with multiplicity, is the sum of the two fragment numbers, whether or not the point is stationary. For a potential energy surface of two strictly noninteracting molecules, this makes a first-order saddle of the pair a first-order saddle of one molecule beside a stationary partner with no negative curvature.

Both hypotheses are assumed and not derived. The additive form of $V$ stands for the absence of any coupling term, the idealisation of fragments at infinite separation described by a method whose energy is additive in that limit. The C² condition stands for a smooth surface near the geometry in question and excludes points where the energy has a kink or a conical tip.

## Energies, gradients and Hessians

A configuration is a function `ι → ℝ` on a finite label set $\iota$, which is $m$ or $n$ for a fragment and the disjoint union `m ⊕ n` for the pair. Any of these sets may be empty; an empty fragment is always stationary and has no eigenvalues.

```lean
import Mathlib

open Matrix Filter Topology

namespace NoninteractingFragments

noncomputable section

variable {ι m n : Type*} [Fintype ι] [DecidableEq ι] [Fintype m] [DecidableEq m]
  [Fintype n] [DecidableEq n]
```

The unit displacement along coordinate $i$ is $e_i$, and the gradient component $\partial_iE(x)=DE(x)[e_i]$ is the total derivative $DE(x)$, Lean's `fderiv ℝ E x`, applied to $e_i$. The Hessian $H_E(x)$ has entries $H_E(x)_{ij}=\partial_i(\partial_jE)(x)$. It is the plain matrix of second partials in the chosen coordinates, with no mass weighting or metric added. Since `fderiv` returns zero where a function is not differentiable, these definitions carry their intended meaning only where the derivatives involved exist, which the differentiability hypotheses of the theorems guarantee.

```lean
/-- Unit displacement along coordinate `i`. -/
def unitVec (i : ι) : ι → ℝ := Pi.single i 1

/-- Gradient of the energy `E` at `x`: the partial derivatives along the coordinates. -/
def grad (E : (ι → ℝ) → ℝ) (x : ι → ℝ) (i : ι) : ℝ := fderiv ℝ E x (unitVec i)

/-- Hessian of the energy `E` at `x`, with entries `∂_i ∂_j E`. -/
def hess (E : (ι → ℝ) → ℝ) (x : ι → ℝ) : Matrix ι ι ℝ :=
  Matrix.of fun i j => grad (fun y => grad E y j) x i

/-- `x` is stationary for `E` when the gradient vanishes there. -/
def IsStationary (E : (ι → ℝ) → ℝ) (x : ι → ℝ) : Prop := grad E x = 0
```

The spectrum $\sigma_E(x)$ is the multiset of real roots of the characteristic polynomial $\det(tI-H_E(x))$ in the variable $t$, where $I$ is the identity matrix. The index $\nu_E(x)$ counts the members that are strictly negative, so zero eigenvalues never contribute. A first-order saddle is a stationary point with $\nu_E(x)=1$; its Hessian is allowed to be singular.

```lean
/-- Hessian eigenvalues at `x` with multiplicity: the real roots of the characteristic
polynomial of the Hessian. -/
def hessSpectrum (E : (ι → ℝ) → ℝ) (x : ι → ℝ) : Multiset ℝ := (hess E x).charpoly.roots

/-- Number of negative Hessian eigenvalues at `x`, counted with multiplicity. -/
def negIndex (E : (ι → ℝ) → ℝ) (x : ι → ℝ) : ℕ := (hessSpectrum E x).countP fun e => e < 0

/-- A first-order saddle: a stationary point with exactly one negative Hessian eigenvalue. -/
def IsFirstOrderSaddle (E : (ι → ℝ) → ℝ) (x : ι → ℝ) : Prop :=
  IsStationary E x ∧ negIndex E x = 1
```

Write $Ai$ for the joint label `Sum.inl i` with $i\in m$ and $Bj$ for `Sum.inr j` with $j\in n$. The linear projections $P_A$ (`fragA`) and $P_B$ (`fragB`) act on a joint configuration $z$ by $(P_Az)_i=z_{Ai}$ and $(P_Bz)_j=z_{Bj}$, and `total E F` is $V(z)=E(P_Az)+F(P_Bz)$. The pair $(x,y)$ is `Sum.elim x y`, whose projections are $x$ and $y$.

```lean
/-- The coordinates of the first fragment within a joint configuration. -/
def fragA (m n : Type*) : (m ⊕ n → ℝ) →L[ℝ] (m → ℝ) :=
  ContinuousLinearMap.pi fun i =>
    ContinuousLinearMap.proj (R := ℝ) (φ := fun _ : m ⊕ n => ℝ) (Sum.inl i)

/-- The coordinates of the second fragment within a joint configuration. -/
def fragB (m n : Type*) : (m ⊕ n → ℝ) →L[ℝ] (n → ℝ) :=
  ContinuousLinearMap.pi fun j =>
    ContinuousLinearMap.proj (R := ℝ) (φ := fun _ : m ⊕ n => ℝ) (Sum.inr j)

/-- Energy of two noninteracting fragments, `E(x) + F(y)`. -/
def total (E : (m → ℝ) → ℝ) (F : (n → ℝ) → ℝ) (z : m ⊕ n → ℝ) : ℝ :=
  E (fragA m n z) + F (fragB m n z)
```

## (a) Unit displacements under the projections

> Show that $P_Ae_{Ai}=e_i$, $P_Ae_{Bj}=0$, $P_Be_{Ai}=0$ and $P_Be_{Bj}=e_j$.

Take the component $k\in m$ of the first two vectors. One has $(P_Ae_{Ai})_k=(e_{Ai})_{Ak}=\delta_{ik}=(e_i)_k$ with $\delta$ the Kronecker symbol, and $(P_Ae_{Bj})_k=(e_{Bj})_{Ak}=0$ because the labels $Bj$ and $Ak$ always differ. The two statements for $P_B$ follow in the same way with $k\in n$. In Lean, `funext k` passes to components and `Pi.single_apply` supplies the Kronecker symbol.

```lean
omit [Fintype m] [Fintype n] in
/-- A unit displacement of a coordinate of one fragment is the unit displacement within that
fragment and no displacement of the other fragment. -/
theorem frag_unitVec :
    (∀ i, fragA m n (unitVec (Sum.inl i)) = unitVec i) ∧
    (∀ j, fragA m n (unitVec (Sum.inr j)) = 0) ∧
    (∀ i, fragB m n (unitVec (Sum.inl i)) = 0) ∧
    (∀ j, fragB m n (unitVec (Sum.inr j)) = unitVec j) := by
  refine ⟨?_, ?_, ?_, ?_⟩ <;> intro i <;> funext k <;>
    simp [fragA, fragB, unitVec, Pi.single_apply]
```

## (b) The gradient splits

> Let $E$ be differentiable at $P_Az$ and $F$ at $P_Bz$. Show that $\partial_{Ai}V(z)=\partial_iE(P_Az)$ and $\partial_{Bj}V(z)=\partial_jF(P_Bz)$.

A linear map is its own derivative, so for any joint displacement $v$ the chain rule gives
$$DV(z)[v]=DE(P_Az)[P_Av]+DF(P_Bz)[P_Bv].$$
For $v=e_{Ai}$, part (a) turns the right side into $DE(P_Az)[e_i]+DF(P_Bz)[0]=\partial_iE(P_Az)$. For $v=e_{Bj}$ the first term vanishes and the second is $\partial_jF(P_Bz)$. The displayed formula is the content of `h`, which is obtained from the two differentiability assumptions by composing and adding `HasFDerivAt` statements and is then used through `h.fderiv`; `cases k` separates the two choices of $v$. First derivatives suffice here.

```lean
/-- For differentiable fragment energies, the gradient of the total energy is the pair of
fragment gradients. -/
theorem grad_total {E : (m → ℝ) → ℝ} {F : (n → ℝ) → ℝ} {z : m ⊕ n → ℝ}
    (hE : DifferentiableAt ℝ E (fragA m n z)) (hF : DifferentiableAt ℝ F (fragB m n z)) :
    grad (total E F) z = Sum.elim (grad E (fragA m n z)) (grad F (fragB m n z)) := by
  -- chain rule through the two coordinate projections
  have h : HasFDerivAt (total E F)
      ((fderiv ℝ E (fragA m n z)).comp (fragA m n)
        + (fderiv ℝ F (fragB m n z)).comp (fragB m n)) z :=
    (hE.hasFDerivAt.comp z (fragA m n).hasFDerivAt).add
      (hF.hasFDerivAt.comp z (fragB m n).hasFDerivAt)
  obtain ⟨h1, h2, h3, h4⟩ := frag_unitVec (m := m) (n := n)
  funext k
  cases k <;> simp [grad, h.fderiv, h1, h2, h3, h4]
```

## (c) Gradient components are differentiable

> Let $E$ be C² at $x$. Show that each function $y\mapsto\partial_jE(y)$ is differentiable at $x$.

The hypothesis `ContDiffAt ℝ 2 E x` is local: $E$ is C² on some neighbourhood of $x$, and nothing is required elsewhere. The map $y\mapsto DE(y)$ is then C¹ near $x$ and in particular differentiable at $x$, with derivative $D^2E(x)$. Evaluation on the fixed vector $e_j$ is linear, so $y\mapsto DE(y)[e_j]$ is differentiable at $x$ too. The first step is `hd`, from `fderiv_right`, and the second is `clm_apply`.

```lean
/-- Each gradient component of an energy that is C² at `x` is differentiable at `x`. -/
theorem grad_differentiableAt {E : (ι → ℝ) → ℝ} {x : ι → ℝ} (hE : ContDiffAt ℝ 2 E x) (j : ι) :
    DifferentiableAt ℝ (fun y => grad E y j) x := by
  have hd : DifferentiableAt ℝ (fderiv ℝ E) x :=
    (hE.fderiv_right (m := 1) (le_of_eq one_add_one_eq_two)).differentiableAt (by norm_num)
  exact hd.clm_apply (differentiableAt_const (unitVec j))
```

## (d) Symmetry of the Hessian

> Let $E$ be C² at $x$. Show that $H_E(x)_{ij}=H_E(x)_{ji}$.

For small $s>0$ consider the second difference
$$\Delta(s)=E(x+se_i+se_j)-E(x+se_i)-E(x+se_j)+E(x).$$
The mean value theorem, used first along $e_j$ and then along $e_i$, gives $\Delta(s)=s^2\,\partial_i\partial_jE(\xi)$ at a point $\xi$ of the form $x+ae_i+be_j$ with $0<a,b<s$. In the opposite order it gives $\Delta(s)=s^2\,\partial_j\partial_iE(\xi')$ at another such point $\xi'$. Dividing by $s^2$ and letting $s\to0$, continuity of the second partials gives equality at $x$. Lean does not repeat this argument but takes the resulting symmetry from Mathlib as `isSymmSndFDerivAt`, a statement about the bilinear map $D^2E(x)$. The identity `key` links it to the entries: the derivative of $y\mapsto DE(y)[w]$ along a vector $v$ is $D^2E(x)[v][w]$, for any vector $w$. For a real matrix `IsHermitian` means symmetric.

```lean
/-- The Hessian of an energy that is C² at `x` is symmetric. -/
theorem hess_isHermitian {E : (ι → ℝ) → ℝ} {x : ι → ℝ} (hE : ContDiffAt ℝ 2 E x) :
    (hess E x).IsHermitian := by
  have hd : DifferentiableAt ℝ (fderiv ℝ E) x :=
    (hE.fderiv_right (m := 1) (le_of_eq one_add_one_eq_two)).differentiableAt (by norm_num)
  have key : ∀ v w, fderiv ℝ (fun y => fderiv ℝ E y w) x v = fderiv ℝ (fderiv ℝ E) x v w := by
    intro v w
    rw [fderiv_clm_apply hd (differentiableAt_const w)]
    simp
  -- symmetry of the second derivative
  have hs : IsSymmSndFDerivAt ℝ E x := hE.isSymmSndFDerivAt (by simp)
  refine Matrix.IsHermitian.ext fun i j => ?_
  simp only [hess, grad, Matrix.of_apply, star_trivial]
  rw [key, key]
  exact hs _ _
```

## (e) Roots of the characteristic polynomial are the eigenvalues

> Let $E$ be C² at $x$. Show that $\sigma_E(x)$ is the full list of eigenvalues $\lambda_i$, $i\in\iota$, of the symmetric matrix $H_E(x)$, and that $\nu_E(x)$ is the number of labels $i$ with $\lambda_i<0$.

By (d) and the spectral theorem, $H_E(x)=U\Lambda U^{T}$ with $U$ orthogonal and $\Lambda$ diagonal with real entries $\lambda_i$. Therefore
$$\det(tI-H_E(x))=\det\big(U(tI-\Lambda)U^{T}\big)=\prod_{i\in\iota}(t-\lambda_i),$$
since $\det U\det U^{T}=1$. All roots are real, and a value that occurs $r$ times among the $\lambda_i$ is a root of multiplicity $r$. Counting negative roots is thus counting labels with $\lambda_i<0$. The factorisation enters through `roots_charpoly_eq_eigenvalues`, and `Multiset.countP_map` moves the count from the multiset to the labels. Parts (f) to (i) do not invoke (d) or (e); these two parts establish that `negIndex` is the quantity a diagonalisation of the Hessian would count.

```lean
/-- For an energy that is C² at `x`, `hessSpectrum` is the full list of eigenvalues of the
symmetric Hessian and `negIndex` is the number of negative entries of that list. -/
theorem spectrum_eq_eigenvalues {E : (ι → ℝ) → ℝ} {x : ι → ℝ} (hE : ContDiffAt ℝ 2 E x) :
    hessSpectrum E x = Finset.univ.val.map (hess_isHermitian hE).eigenvalues ∧
    negIndex E x =
      (Finset.univ.filter fun i => (hess_isHermitian hE).eigenvalues i < 0).card := by
  have h : hessSpectrum E x = Finset.univ.val.map (hess_isHermitian hE).eigenvalues := by
    rw [hessSpectrum, (hess_isHermitian hE).roots_charpoly_eq_eigenvalues]
    rfl
  refine ⟨h, ?_⟩
  rw [negIndex, h, Multiset.countP_map]
  rfl
```

## (f) The Hessian is block diagonal

> Let $E$ be C² at $P_Az$ and $F$ be C² at $P_Bz$. Show that $H_V(z)=\begin{pmatrix}H_E(P_Az)&0\\0&H_F(P_Bz)\end{pmatrix}$.

A second derivative at $z$ needs the gradient near $z$, not only at $z$. Being C² at a point persists in a neighbourhood, and the projections are continuous, so for all $w$ near $z$ both energies are differentiable at $P_Aw$ and $P_Bw$, and (b) applies at $w$. Fix a row label $k$ and a column label $l$. For $l=Aj$ with $j\in m$,
$$\partial_{Aj}V(w)=\partial_jE(P_Aw)+0\quad\text{for } w \text{ near } z.$$
The right side is again a noninteracting sum, with fragment functions $\partial_jE$ and $0$, the first differentiable by (c). Part (b) gives its gradient at $z$: the row $k=Ai$ yields $\partial_i\partial_jE(P_Az)$ and the row $k=Bi$ with $i\in n$ yields $0$. For $l=Bj$ with $j\in n$ the fragment functions are $0$ and $\partial_jF$, the rows $Ai$ yield $0$ and the rows $Bi$ yield $\partial_i\partial_jF(P_Bz)$.

In Lean, `∀ᶠ w in 𝓝 z` reads "for all $w$ near $z$". The statements `eA` and `eB` carry the smoothness to nearby points, `eg` is the split gradient there, and `loc` says that functions agreeing near $z$ have the same gradient at $z$. The two branches of `rcases l` are the two column cases.

```lean
/-- For C² fragment energies, the Hessian of the total energy is block diagonal with the
fragment Hessians as blocks. -/
theorem hess_total {E : (m → ℝ) → ℝ} {F : (n → ℝ) → ℝ} {z : m ⊕ n → ℝ}
    (hE : ContDiffAt ℝ 2 E (fragA m n z)) (hF : ContDiffAt ℝ 2 F (fragB m n z)) :
    hess (total E F) z = fromBlocks (hess E (fragA m n z)) 0 0 (hess F (fragB m n z)) := by
  have eA : ∀ᶠ w in 𝓝 z, ContDiffAt ℝ 2 E (fragA m n w) :=
    ((fragA m n).continuous.tendsto z).eventually
      (hE.eventually (by simp))
  have eB : ∀ᶠ w in 𝓝 z, ContDiffAt ℝ 2 F (fragB m n w) :=
    ((fragB m n).continuous.tendsto z).eventually
      (hF.eventually (by simp))
  -- the gradient splits in a whole neighbourhood of `z`
  have eg : ∀ᶠ w in 𝓝 z,
      grad (total E F) w = Sum.elim (grad E (fragA m n w)) (grad F (fragB m n w)) := by
    filter_upwards [eA, eB] with w a b
    exact grad_total (a.differentiableAt (by norm_num)) (b.differentiableAt (by norm_num))
  have loc : ∀ f g : (m ⊕ n → ℝ) → ℝ, f =ᶠ[𝓝 z] g → grad f z = grad g z := by
    intro f g h
    funext k
    show fderiv ℝ f z (unitVec k) = fderiv ℝ g z (unitVec k)
    rw [h.fderiv_eq]
  -- each gradient component depends on one fragment only; differentiate it once more
  ext k l
  rcases l with j | j
  · have h : (fun w => grad (total E F) w (Sum.inl j)) =ᶠ[𝓝 z]
        total (fun x => grad E x j) (fun _ => (0 : ℝ)) := by
      filter_upwards [eg] with w hw
      show grad (total E F) w (Sum.inl j) = _
      rw [hw]
      simp [total]
    show grad (fun w => grad (total E F) w (Sum.inl j)) z k = _
    rw [loc _ _ h, grad_total (z := z) (F := fun _ => (0 : ℝ)) (grad_differentiableAt hE j)
      (differentiableAt_const _)]
    rcases k with i | i <;> simp [hess, grad]
  · have h : (fun w => grad (total E F) w (Sum.inr j)) =ᶠ[𝓝 z]
        total (fun _ => (0 : ℝ)) (fun y => grad F y j) := by
      filter_upwards [eg] with w hw
      show grad (total E F) w (Sum.inr j) = _
      rw [hw]
      simp [total]
    show grad (fun w => grad (total E F) w (Sum.inr j)) z k = _
    rw [loc _ _ h, grad_total (z := z) (E := fun _ => (0 : ℝ)) (differentiableAt_const _)
      (grad_differentiableAt hF j)]
    rcases k with i | i <;> simp [hess, grad]
```

## (g) The spectra join

> Let $E$ be C² at $x$ and $F$ be C² at $y$. Show that $\sigma_V(x,y)=\sigma_E(x)+\sigma_F(y)$, where the sum of multisets adds multiplicities.

By (f) at $z=(x,y)$, the matrix $tI-H_V$ is block diagonal, so
$$\det(tI-H_V(x,y))=\det(tI-H_E(x))\,\det(tI-H_F(y)).$$
Each factor is monic, hence not the zero polynomial, and the multiplicity of a root in a product of nonzero polynomials is the sum of its multiplicities in the factors. An eigenvalue shared by both fragments is thus counted once for each occurrence. The factorisation is `Matrix.charpoly_fromBlocks_zero₁₂`, the rule for roots is `Polynomial.roots_mul`, and `Matrix.charpoly_monic` discharges its nonvanishing condition.

```lean
/-- For C² fragment energies, the Hessian eigenvalues of the total energy are those of the two
fragments taken together, with multiplicities added. -/
theorem hessSpectrum_total {E : (m → ℝ) → ℝ} {F : (n → ℝ) → ℝ} {x : m → ℝ} {y : n → ℝ}
    (hE : ContDiffAt ℝ 2 E x) (hF : ContDiffAt ℝ 2 F y) :
    hessSpectrum (total E F) (Sum.elim x y) = hessSpectrum E x + hessSpectrum F y := by
  have h : hess (total E F) (Sum.elim x y) = fromBlocks (hess E x) 0 0 (hess F y) :=
    hess_total (z := Sum.elim x y) hE hF
  -- the characteristic polynomial of a block diagonal matrix factorises
  unfold hessSpectrum
  rw [h, Matrix.charpoly_fromBlocks_zero₁₂, Polynomial.roots_mul
    (mul_ne_zero (Matrix.charpoly_monic _).ne_zero (Matrix.charpoly_monic _).ne_zero)]
```

## (h) Stationarity and the additive index

> Let $E$ be C² at $x$ and $F$ be C² at $y$. Show that $\nabla V(x,y)=0$ if and only if $\nabla E(x)=0$ and $\nabla F(y)=0$, where $\nabla$ collects the gradient components, and that $\nu_V(x,y)=\nu_E(x)+\nu_F(y)$.

A C² function is differentiable, so (b) gives $\nabla V(x,y)=(\nabla E(x),\nabla F(y))$. If this vector vanishes, its $Ai$ components give $\nabla E(x)=0$ and its $Bj$ components give $\nabla F(y)=0$. Conversely, two vanishing fragment gradients make every joint component zero. For the index, the number of negative members of a sum of multisets is the sum of the numbers, so (g) gives the formula. The split gradient is `hg`, the two `congrFun` terms read off the components, and `Multiset.countP_add` does the count. The two claims are independent conjuncts, so the index formula holds at nonstationary points as well. The theorem treats two fragments with finitely many unconstrained coordinates, and it makes no statement about an energy with a coupling term, however small.

```lean
/-- For C² fragment energies, `(x, y)` is stationary for `E(x) + F(y)` exactly when `x` and `y`
are stationary for `E` and `F`, and the numbers of negative Hessian eigenvalues add. -/
theorem stationary_iff_and_negIndex_add {E : (m → ℝ) → ℝ} {F : (n → ℝ) → ℝ}
    {x : m → ℝ} {y : n → ℝ} (hE : ContDiffAt ℝ 2 E x) (hF : ContDiffAt ℝ 2 F y) :
    (IsStationary (total E F) (Sum.elim x y) ↔ IsStationary E x ∧ IsStationary F y) ∧
    negIndex (total E F) (Sum.elim x y) = negIndex E x + negIndex F y := by
  have dE : DifferentiableAt ℝ E x := hE.differentiableAt (by norm_num)
  have dF : DifferentiableAt ℝ F y := hF.differentiableAt (by norm_num)
  have hg : grad (total E F) (Sum.elim x y) = Sum.elim (grad E x) (grad F y) :=
    grad_total (z := Sum.elim x y) dE dF
  constructor
  · unfold IsStationary
    rw [hg]
    constructor
    · intro h
      exact ⟨funext fun i => congrFun h (Sum.inl i), funext fun j => congrFun h (Sum.inr j)⟩
    · rintro ⟨h1, h2⟩
      rw [h1, h2]
      funext k
      cases k <;> rfl
  · unfold negIndex
    rw [hessSpectrum_total hE hF, Multiset.countP_add]
```

## (i) First-order saddles of the pair

> Under the hypotheses of (h), show that $(x,y)$ is a first-order saddle of $V$ if and only if one fragment is at a first-order saddle and the other is stationary with index zero.

By (h), the point $(x,y)$ is a first-order saddle exactly when both fragments are stationary and $\nu_E(x)+\nu_F(y)=1$. Two nonnegative integers sum to one exactly when one of them is $1$ and the other is $0$. Distributing the two stationarity conditions over these alternatives gives the two cases. The integer step is `h3`, closed by `omega`, and `tauto` does the regrouping. Index zero at a stationary point means that the Hessian is positive semidefinite, which is weaker than being a local minimum: along a direction with zero eigenvalue the energy may still fall at higher order, and the theorem accordingly asks only for `negIndex F y = 0` or `negIndex E x = 0`.

```lean
/-- For C² fragment energies, `(x, y)` is a first-order saddle of the total energy exactly when
one fragment is at a first-order saddle and the other is stationary with no negative Hessian
eigenvalue. -/
theorem firstOrderSaddle_total_iff {E : (m → ℝ) → ℝ} {F : (n → ℝ) → ℝ}
    {x : m → ℝ} {y : n → ℝ} (hE : ContDiffAt ℝ 2 E x) (hF : ContDiffAt ℝ 2 F y) :
    IsFirstOrderSaddle (total E F) (Sum.elim x y) ↔
      (IsFirstOrderSaddle E x ∧ IsStationary F y ∧ negIndex F y = 0) ∨
      (IsFirstOrderSaddle F y ∧ IsStationary E x ∧ negIndex E x = 0) := by
  obtain ⟨h1, h2⟩ := stationary_iff_and_negIndex_add hE hF
  have h3 : negIndex E x + negIndex F y = 1 ↔
      (negIndex E x = 1 ∧ negIndex F y = 0) ∨ (negIndex F y = 1 ∧ negIndex E x = 0) := by
    omega
  unfold IsFirstOrderSaddle
  rw [h1, h2, h3]
  tauto

end

end NoninteractingFragments
```

```lean
#print axioms NoninteractingFragments.spectrum_eq_eigenvalues
#print axioms NoninteractingFragments.stationary_iff_and_negIndex_add
#print axioms NoninteractingFragments.firstOrderSaddle_total_iff
```

```
'NoninteractingFragments.spectrum_eq_eigenvalues' depends on axioms: [propext, Classical.choice, Quot.sound]
'NoninteractingFragments.stationary_iff_and_negIndex_add' depends on axioms: [propext, Classical.choice, Quot.sound]
'NoninteractingFragments.firstOrderSaddle_total_iff' depends on axioms: [propext, Classical.choice, Quot.sound]
```
